# One wavenumber on the lowest branch: the Wigner-Seitz zero-point state outside a hard core, with bounds on its energy

## Does the root search for k have exactly one answer?

To estimate the zero-point energy of an excess electron among hard-core atoms, I solve tan(k(s − a)) = ks numerically for k and take k²/2. Here a is the core radius, s > a is the cell radius, and the s-wave radial function is u(r) = sin(k(r − a)). The equation should express the Wigner-Seitz condition (u/r)′ = 0 at r = s. I search 0 < k < π/(2(s − a)) and expect one root, with k²/2 ≤ 3a/(2(s − a)³). Can this be derived in full and proved in Lean, so that a machine checks every step?

## One root, and an energy bounded from both sides

Yes. The upper bound is even strict, and there is a lower bound too. For this one-electron, hard-core model, the two bounds and the branch limit give a bracket for the root search.

Write d = s − a and x = kd, so 0 < x < π/2. Since u(a) = 0 and u″ = −k²u, u solves −u″/2 = Eu with E = k²/2. The quotient rule gives

(u/r)′(s) = (ks cos x − sin x)/s².

This vanishes exactly when ks cos x = sin x. As cos x > 0, that is tan x = ks.

For existence, put F(x) = d sin x − s x cos x, whose zeros in (0, π/2) give the solutions k = x/d. At t = a/s, the estimates sin t < t and cos t ≥ 1 − t²/2 give

F(t) < dt − a(1 − t²/2) = −a(t − t²/2) < 0,

while F(π/2) = d > 0. So F has a zero between t and π/2.

For uniqueness, every solution has tan x / x = s/d, so it suffices that tan x / x is strictly increasing. For 0 < x < y < π/2, strict concavity of the sine on [0, π] gives

(x + y) sin(y − x) > (y − x) sin(x + y).

Expanding both sides leaves x sin y cos x > y sin x cos y, which is tan y / y > tan x / x.

For the upper bound, sin y − (y + y³/3) cos y is zero at y = 0 and has derivative y((1 + y²/3) sin y − y cos y), which is positive because tan y > y. Hence x + x³/3 < tan x = ks. Subtracting kd gives k³d³/3 < ka, so

E < 3a/(2d³).

For the lower bound, y³/3 − sin y + y cos y is zero at y = 0 and has derivative y(y − sin y) > 0. So sin x − x cos x < x³/3, and inserting sin x = ks cos x gives 3a cos x < k²d³.

Next, let c = cos(x/2). From (x/2)c < sin(x/2) follows sin² x ≥ x²c⁴ ≥ x²(2c² − 1) = x² cos x. At the root this reads d² ≤ s² cos x. Eliminating cos x gives 3a < k²s²d, so

E > 3a/(2s²d).

In the file, `radialWave k a` is u, unnormalised and defined for all real r, though only a ≤ r ≤ s is physical. `WignerSeitz u s` says that u(r)/r has derivative 0 at s. This condition is postulated: it stands for a wave function that joins smoothly onto identical neighbouring cells, each replaced by a sphere. `zeroPointEnergy k` is k²/2 in atomic units, measured from a constant potential outside the core.

`wignerSeitz_iff_tan` is the equivalence. `existsUnique_and_energy_lt` states that exactly one k in the open interval `Ioo 0 (π / (2 * (s - a)))` meets the condition, and gives the upper bound; `lt_energy` gives the lower one. The radii are inputs, and attraction or polarisation by the atoms is absent.

```lean
import Mathlib

open Real Set

namespace WignerSeitzZeroPoint

/-- The s-wave radial function `u(r) = sin (k (r - a))` outside a hard core of radius `a`. -/
noncomputable def radialWave (k a r : ℝ) : ℝ := sin (k * (r - a))

/-- The Wigner-Seitz condition at a cell radius `s ≠ 0`: the wave function `u(r)/r` has
zero slope at `r = s`. -/
def WignerSeitz (u : ℝ → ℝ) (s : ℝ) : Prop := HasDerivAt (fun r => u r / r) 0 s

/-- The kinetic energy `k²/2` of wavenumber `k`, in atomic units. -/
noncomputable def zeroPointEnergy (k : ℝ) : ℝ := k ^ 2 / 2

/-- The slope of the radial function is `k cos (k (r - a))`. -/
theorem hasDerivAt_radialWave (k a r : ℝ) :
    HasDerivAt (radialWave k a) (k * cos (k * (r - a))) r := by
  have h : HasDerivAt (fun r : ℝ => k * (r - a)) k r :=
    (((hasDerivAt_id' r).sub_const a).const_mul k).congr_deriv (mul_one k)
  exact h.sin.congr_deriv (mul_comm _ _)

/-- The radial function vanishes at the core and solves the free radial Schrödinger equation
`-u''/2 = E u` with `E = k²/2`. -/
theorem radialWave_schrodinger (k a : ℝ) :
    radialWave k a a = 0 ∧
      ∀ r, -(1 / 2) * deriv (deriv (radialWave k a)) r
        = zeroPointEnergy k * radialWave k a r := by
  refine ⟨by simp [radialWave], fun r => ?_⟩
  have h : HasDerivAt (fun r : ℝ => k * (r - a)) k r :=
    (((hasDerivAt_id' r).sub_const a).const_mul k).congr_deriv (mul_one k)
  have h1 : deriv (radialWave k a) = fun r => k * cos (k * (r - a)) :=
    funext fun r => (hasDerivAt_radialWave k a r).deriv
  have h2 : HasDerivAt (fun r => k * cos (k * (r - a)))
      (k * (-sin (k * (r - a)) * k)) r := h.cos.const_mul k
  rw [h1, h2.deriv]
  unfold zeroPointEnergy radialWave
  ring

/-- At a cell radius `s ≠ 0` the Wigner-Seitz condition reads
`k s cos (k (s - a)) = sin (k (s - a))`. -/
theorem wignerSeitz_iff {k a s : ℝ} (hs : s ≠ 0) :
    WignerSeitz (radialWave k a) s ↔ k * s * cos (k * (s - a)) = sin (k * (s - a)) := by
  have h := (hasDerivAt_radialWave k a s).fun_div (hasDerivAt_id' s) hs
  constructor
  · intro h0
    unfold WignerSeitz at h0
    have e := h.unique h0
    rcases div_eq_zero_iff.1 e with e | e
    · unfold radialWave at e
      linear_combination e
    · exact absurd e (pow_ne_zero 2 hs)
  · intro e
    refine h.congr_deriv ?_
    rw [div_eq_zero_iff]
    left
    unfold radialWave
    linear_combination e

/-- For `a < s` and `k` between `0` and `π/(2(s - a))`, the phase `k (s - a)` lies strictly
between `0` and `π/2`. -/
theorem phase_mem {k a s : ℝ} (has : a < s) (hk : k ∈ Ioo 0 (π / (2 * (s - a)))) :
    0 < k * (s - a) ∧ k * (s - a) < π / 2 := by
  have hd : 0 < s - a := sub_pos.2 has
  have h := (lt_div_iff₀ (by linarith : 0 < 2 * (s - a))).1 hk.2
  exact ⟨mul_pos hk.1 hd, by linarith⟩

/-- For `s > 0`, `a < s` and `k` between `0` and `π/(2(s - a))`, the Wigner-Seitz condition
is equivalent to `tan (k (s - a)) = k s`. -/
theorem wignerSeitz_iff_tan {k a s : ℝ} (hs : 0 < s) (has : a < s)
    (hk : k ∈ Ioo 0 (π / (2 * (s - a)))) :
    WignerSeitz (radialWave k a) s ↔ tan (k * (s - a)) = k * s := by
  obtain ⟨h0, h1⟩ := phase_mem has hk
  have hc : 0 < cos (k * (s - a)) := cos_pos_of_mem_Ioo ⟨by linarith, h1⟩
  rw [wignerSeitz_iff hs.ne', tan_eq_sin_div_cos, div_eq_iff hc.ne']
  exact eq_comm

/-- For `0 < x < π/2` the tangent exceeds its cubic Taylor polynomial `x + x³/3`. -/
theorem cubic_lt_tan {x : ℝ} (hx : 0 < x) (hx' : x < π / 2) : x + x ^ 3 / 3 < tan x := by
  have hd : ∀ y : ℝ, HasDerivAt (fun y : ℝ => sin y - (y + y ^ 3 / 3) * cos y)
      (y * ((1 + y ^ 2 / 3) * sin y - y * cos y)) y := by
    intro y
    have h1 : HasDerivAt (fun y : ℝ => y + y ^ 3 / 3) (1 + y ^ 2) y :=
      ((hasDerivAt_id' y).fun_add ((hasDerivAt_pow 3 y).div_const 3)).congr_deriv (by
        show 1 + ((3 : ℕ) : ℝ) * y ^ 2 / 3 = 1 + y ^ 2
        push_cast
        ring)
    exact ((hasDerivAt_sin y).fun_sub (h1.fun_mul (hasDerivAt_cos y))).congr_deriv (by ring)
  have hm : StrictMonoOn (fun y : ℝ => sin y - (y + y ^ 3 / 3) * cos y) (Icc 0 x) := by
    refine strictMonoOn_of_deriv_pos (convex_Icc 0 x)
      (fun y _ => (hd y).continuousAt.continuousWithinAt) (fun y hy => ?_)
    rw [interior_Icc] at hy
    rw [(hd y).deriv]
    have hy' : y < π / 2 := hy.2.trans hx'
    have hs : 0 < sin y := sin_pos_of_pos_of_lt_pi hy.1 (by linarith [pi_pos])
    have ht := lt_tan hy.1 hy'
    rw [tan_eq_sin_div_cos,
      lt_div_iff₀ (cos_pos_of_mem_Ioo ⟨by linarith [hy.1, pi_pos], hy'⟩)] at ht
    exact mul_pos hy.1 (by nlinarith [mul_nonneg (sq_nonneg y) hs.le])
  have h := hm (left_mem_Icc.2 hx.le) (right_mem_Icc.2 hx.le) hx
  simp only [sin_zero, cos_zero] at h
  rw [tan_eq_sin_div_cos, lt_div_iff₀ (cos_pos_of_mem_Ioo ⟨by linarith, hx'⟩)]
  linarith

/-- The ratio `tan x / x` is strictly increasing for `0 < x < π/2`. -/
theorem tan_div_lt {x y : ℝ} (hx : 0 < x) (hxy : x < y) (hy : y < π / 2) :
    tan x / x < tan y / y := by
  have hq : 0 < x + y := by linarith
  have hq0 : x + y ≠ 0 := hq.ne'
  -- strict concavity of the sine on the chord from 0 to x + y, evaluated at y - x
  have h := strictConcaveOn_sin_Icc.2 (show (0 : ℝ) ∈ Icc 0 π from ⟨le_rfl, pi_pos.le⟩)
    (show x + y ∈ Icc 0 π from ⟨hq.le, by linarith⟩) hq.ne
    (sub_pos.2 ((div_lt_one hq).2 (by linarith : y - x < x + y)))
    (div_pos (sub_pos.2 hxy) hq) (by ring)
  have e : (y - x) / (x + y) * (x + y) = y - x := by field_simp
  simp only [smul_eq_mul, sin_zero, mul_zero, zero_add] at h
  rw [e, div_mul_eq_mul_div, div_lt_iff₀ hq, sin_sub, sin_add] at h
  rw [div_lt_div_iff₀ hx (hx.trans hxy), tan_eq_sin_div_cos, tan_eq_sin_div_cos,
    div_mul_eq_mul_div, div_mul_eq_mul_div,
    div_lt_div_iff₀ (cos_pos_of_mem_Ioo ⟨by linarith, by linarith⟩)
      (cos_pos_of_mem_Ioo ⟨by linarith, hy⟩)]
  linarith

/-- For `0 < a < s` exactly one `k` between `0` and `π/(2(s - a))` meets the Wigner-Seitz
condition, and its zero-point energy is below `3a/(2(s - a)³)`. -/
theorem existsUnique_and_energy_lt {a s : ℝ} (ha : 0 < a) (has : a < s) :
    (∃! k, k ∈ Ioo 0 (π / (2 * (s - a))) ∧ WignerSeitz (radialWave k a) s) ∧
      ∀ k ∈ Ioo 0 (π / (2 * (s - a))), WignerSeitz (radialWave k a) s →
        zeroPointEnergy k < 3 * a / (2 * (s - a) ^ 3) := by
  have hs : 0 < s := ha.trans has
  have hs0 : s ≠ 0 := hs.ne'
  have hd : 0 < s - a := sub_pos.2 has
  have hd0 : s - a ≠ 0 := hd.ne'
  constructor
  · -- two solutions would give the same value s / (s - a) of tan x / x
    have mono : ∀ k l, (k ∈ Ioo 0 (π / (2 * (s - a))) ∧ WignerSeitz (radialWave k a) s) →
        (l ∈ Ioo 0 (π / (2 * (s - a))) ∧ WignerSeitz (radialWave l a) s) → ¬ k < l := by
      intro k l hk hl hkl
      have h := tan_div_lt (phase_mem has hk.1).1 (mul_lt_mul_of_pos_right hkl hd)
        (phase_mem has hl.1).2
      rw [(wignerSeitz_iff_tan hs has hk.1).1 hk.2, (wignerSeitz_iff_tan hs has hl.1).1 hl.2,
        mul_div_mul_left _ _ hk.1.1.ne', mul_div_mul_left _ _ hl.1.1.ne'] at h
      exact lt_irrefl _ h
    -- existence by a sign change between t = a / s and π / 2
    obtain ⟨t, ht⟩ : ∃ t, s * t = a := ⟨a / s, by field_simp⟩
    have ht0 : 0 < t := by
      by_contra h
      nlinarith
    have ht1 : t < 1 := by
      by_contra h
      nlinarith
    have hneg : (s - a) * sin t - s * t * cos t < 0 := by
      have h1 := mul_lt_mul_of_pos_left (sin_lt ht0) hd
      have h2 := mul_le_mul_of_nonneg_left (one_sub_sq_div_two_le_cos (x := t)) ha.le
      have h3 : 0 ≤ a * (t - t ^ 2 / 2) := mul_nonneg ha.le (by nlinarith)
      rw [ht]
      linarith
    have hpos : 0 < (s - a) * sin (π / 2) - s * (π / 2) * cos (π / 2) := by
      rw [sin_pi_div_two, cos_pi_div_two]
      linarith
    have hcont : ContinuousOn (fun x : ℝ => (s - a) * sin x - s * x * cos x)
        (Icc t (π / 2)) := by fun_prop
    obtain ⟨x, hx, hfx⟩ := intermediate_value_Ioo (by linarith [pi_gt_three]) hcont
      ⟨hneg, hpos⟩
    have hfx' : (s - a) * sin x - s * x * cos x = 0 := hfx
    have hk : x / (s - a) ∈ Ioo 0 (π / (2 * (s - a))) ∧
        WignerSeitz (radialWave (x / (s - a)) a) s := by
      refine ⟨⟨div_pos (ht0.trans hx.1) hd, ?_⟩, ?_⟩
      · rw [div_lt_div_iff₀ hd (by linarith)]
        nlinarith [mul_lt_mul_of_pos_right hx.2 hd]
      · have e : x / (s - a) * (s - a) = x := by field_simp
        rw [wignerSeitz_iff hs0, e, div_mul_eq_mul_div, div_mul_eq_mul_div, div_eq_iff hd0]
        linear_combination -hfx'
    exact ⟨_, hk, fun l hl =>
      le_antisymm (not_lt.1 (mono _ _ hk hl)) (not_lt.1 (mono _ _ hl hk))⟩
  · intro k hk hw
    have h := cubic_lt_tan (phase_mem has hk).1 (phase_mem has hk).2
    rw [(wignerSeitz_iff_tan hs has hk).1 hw] at h
    have h1 : k * (k ^ 2 * (s - a) ^ 3) < k * (3 * a) := by linarith
    have h2 := lt_of_mul_lt_mul_left h1 hk.1.le
    have h3 : 0 < (s - a) ^ 3 := pow_pos hd 3
    unfold zeroPointEnergy
    rw [lt_div_iff₀ (by linarith)]
    linarith

/-- For `0 < x < π/2` one has `sin x - x cos x < x³/3` and `x² cos x ≤ sin² x`. -/
theorem sine_bounds {x : ℝ} (hx : 0 < x) (hx' : x < π / 2) :
    sin x - x * cos x < x ^ 3 / 3 ∧ x ^ 2 * cos x ≤ sin x ^ 2 := by
  constructor
  · have hd : ∀ y : ℝ, HasDerivAt (fun y : ℝ => y ^ 3 / 3 - (sin y - y * cos y))
        (y * (y - sin y)) y := by
      intro y
      have h1 : HasDerivAt (fun y : ℝ => y ^ 3 / 3) (y ^ 2) y :=
        ((hasDerivAt_pow 3 y).div_const 3).congr_deriv (by
          show ((3 : ℕ) : ℝ) * y ^ 2 / 3 = y ^ 2
          push_cast
          ring)
      exact (h1.fun_sub ((hasDerivAt_sin y).fun_sub
        ((hasDerivAt_id' y).fun_mul (hasDerivAt_cos y)))).congr_deriv (by ring)
    have hm : StrictMonoOn (fun y : ℝ => y ^ 3 / 3 - (sin y - y * cos y)) (Icc 0 x) := by
      refine strictMonoOn_of_deriv_pos (convex_Icc 0 x)
        (fun y _ => (hd y).continuousAt.continuousWithinAt) (fun y hy => ?_)
      rw [interior_Icc] at hy
      rw [(hd y).deriv]
      exact mul_pos hy.1 (sub_pos.2 (sin_lt hy.1))
    have h := hm (left_mem_Icc.2 hx.le) (right_mem_Icc.2 hx.le) hx
    simp only [sin_zero, cos_zero] at h
    linarith
  · -- half-angle formulas reduce the claim to (x/2) cos (x/2) < sin (x/2)
    have hc : 0 < cos (x / 2) := cos_pos_of_mem_Ioo ⟨by linarith, by linarith⟩
    have h1 := lt_tan (half_pos hx) (by linarith : x / 2 < π / 2)
    rw [tan_eq_sin_div_cos, lt_div_iff₀ hc] at h1
    have h2 := pow_le_pow_left₀ (mul_pos (half_pos hx) hc).le h1.le 2
    have e1 : sin x = 2 * sin (x / 2) * cos (x / 2) := by
      rw [← sin_two_mul]
      congr 1
      ring
    have e2 : cos x = 2 * cos (x / 2) ^ 2 - 1 := by
      rw [← cos_two_mul]
      congr 1
      ring
    rw [e1, e2]
    nlinarith [mul_le_mul_of_nonneg_right h2 (sq_nonneg (cos (x / 2))),
      mul_nonneg (sq_nonneg x) (sq_nonneg (cos (x / 2) ^ 2 - 1))]

/-- For `0 < a < s` and `k` between `0` and `π/(2(s - a))` meeting the Wigner-Seitz condition,
the zero-point energy is above `3a/(2s²(s - a))`. -/
theorem lt_energy {k a s : ℝ} (ha : 0 < a) (has : a < s)
    (hk : k ∈ Ioo 0 (π / (2 * (s - a)))) (hw : WignerSeitz (radialWave k a) s) :
    3 * a / (2 * s ^ 2 * (s - a)) < zeroPointEnergy k := by
  have hs : 0 < s := ha.trans has
  have hd : 0 < s - a := sub_pos.2 has
  have hk0 : 0 < k := hk.1
  obtain ⟨p0, p1⟩ := phase_mem has hk
  have hc : 0 < cos (k * (s - a)) := cos_pos_of_mem_Ioo ⟨by linarith, p1⟩
  obtain ⟨h1, h2⟩ := sine_bounds p0 p1
  rw [← (wignerSeitz_iff hs.ne').1 hw] at h1 h2
  have h3 : 3 * a * cos (k * (s - a)) < k ^ 2 * (s - a) ^ 3 :=
    lt_of_mul_lt_mul_left (a := k) (by linarith) hk0.le
  have h4 : (s - a) ^ 2 ≤ s ^ 2 * cos (k * (s - a)) :=
    le_of_mul_le_mul_left (a := k ^ 2 * cos (k * (s - a))) (by linarith)
      (mul_pos (pow_pos hk0 2) hc)
  -- eliminate the cosine between the two estimates
  have h5 := mul_le_mul_of_nonneg_right h4 (by linarith : 0 ≤ 3 * a)
  have h6 := mul_lt_mul_of_pos_left h3 (pow_pos hs 2)
  have h7 : 3 * a < k ^ 2 * s ^ 2 * (s - a) :=
    lt_of_mul_lt_mul_left (a := (s - a) ^ 2) (by linarith) (sq_nonneg _)
  unfold zeroPointEnergy
  rw [div_lt_iff₀ (mul_pos (mul_pos two_pos (pow_pos hs 2)) hd)]
  linarith

end WignerSeitzZeroPoint
```

```lean
#print axioms WignerSeitzZeroPoint.radialWave_schrodinger
-- 'WignerSeitzZeroPoint.radialWave_schrodinger' depends on axioms: [propext, Classical.choice, Quot.sound]
#print axioms WignerSeitzZeroPoint.existsUnique_and_energy_lt
-- 'WignerSeitzZeroPoint.existsUnique_and_energy_lt' depends on axioms: [propext, Classical.choice, Quot.sound]
#print axioms WignerSeitzZeroPoint.lt_energy
-- 'WignerSeitzZeroPoint.lt_energy' depends on axioms: [propext, Classical.choice, Quot.sound]
```

`hasDerivAt_radialWave` and `radialWave_schrodinger` differentiate u once and twice. In `wignerSeitz_iff`, `fun_div` is the quotient rule, and uniqueness of derivatives sets its result to zero. `phase_mem` places x in (0, π/2), where `wignerSeitz_iff_tan` divides by the cosine.

`cubic_lt_tan` and the first half of `sine_bounds` turn the positive derivatives above into inequalities through `strictMonoOn_of_deriv_pos`; the second half is the half-angle argument. `tan_div_lt` applies `strictConcaveOn_sin_Icc` and expands with `sin_sub` and `sin_add`.

In `existsUnique_and_energy_lt`, `mono` rules out two solutions with k < l, `intermediate_value_Ioo` supplies the zero of F, and the last part cancels k from the cubic estimate. In `lt_energy`, `h3` and `h4` are the two estimates containing cos x, and `h7` is the result of eliminating it.
